# Squared hopping between two singly occupied sites equals $4t^2(1/4-\mathbf S_i\cdot\mathbf S_j)$

## One electron per site as a condition on a vector

"One electron on each site" can be expressed by working in a four-dimensional spin space, or by imposing occupancy equations on a vector in a larger space. The second choice is made here, because hopping leads out of the spin space. The electrons are described by creators $c_{is}$ and annihilators $a_{is}$ on a complex vector space, with spin $s=0$ (up) or $1$ (down), and

$$a_{is}c_{jr}+c_{jr}a_{is}=\delta_{ij}\delta_{sr},$$

while two creators, or two annihilators, anticommute. With $n_i=\sum_s c_{is}a_{is}$, the state $w$ satisfies $n_iw=w$ and $n_jw=w$ for two sites $i\neq j$.

## A virtual hop senses the spins

Let $M_{ij}=\sum_s c_{is}a_{js}$ move an electron from $j$ to $i$, and let $T=-t(M_{ij}+M_{ji})$. Where the Pauli principle allows it, a hop from $w$ creates a doubly occupied site, and a second hop can restore single occupancy, possibly with the spins exchanged. The result is

$$T^2w=4t^2\left(\tfrac14-\mathbf S_i\cdot\mathbf S_j\right)w .$$

For a single bond of the one-band Hubbard model, treated to second order in $t$, this is the origin of the Heisenberg exchange $4t^2/U$, where $U$ is the repulsion energy of two electrons on the same site.

## The statement in Lean

In `superexchange`, `CAR c a` is the set of anticommutation relations, `num` is $n_i$, `move` is $M_{ij}$ and `hop` is $T$. Operators are elements of `Module.End ℂ V`; in a product the right factor acts first. `spinDot` is built from the usual components, for example $S_i^z=\tfrac12(c_{i0}a_{i0}-c_{i1}a_{i1})$.

The site type and the space `V` are arbitrary, so the bond may belong to a larger lattice, but $T$ contains only that bond. No inner product is assumed, and $a_{is}$ need not be the adjoint of $c_{is}$. The amplitude `t` is complex; the physical Hermitian case of this $T$ has real $t$.

## Two round trips and two pair moves

Expanding the square gives

$$T^2=t^2\left(M_{ij}M_{ji}+M_{ji}M_{ij}+M_{ij}^2+M_{ji}^2\right).$$

**Round trips.** Anticommuting $a_{js}$ past $c_{jr}$, then reordering operators on different sites, gives

$$M_{ij}M_{ji}=\sum_{s,r}c_{is}a_{js}c_{jr}a_{ir}=n_i-\sum_{s,r}c_{is}a_{ir}c_{jr}a_{js}.$$

Write $S_i^+=c_{i0}a_{i1}$ and $S_i^-=c_{i1}a_{i0}$. The terms with $s\ne r$ in the last sum are $S_i^+S_j^-+S_i^-S_j^+=2(S_i^xS_j^x+S_i^yS_j^y)$. Since $c_{is}a_{is}=\tfrac12n_i\pm S_i^z$, the terms with $s=r$ add up to $\tfrac12n_in_j+2S_i^zS_j^z$. Hence

$$M_{ij}M_{ji}=n_i-2\,\mathbf S_i\cdot\mathbf S_j-\tfrac12n_in_j,$$

which acts on $w$ as $\tfrac12-2\,\mathbf S_i\cdot\mathbf S_j$. Spins on different sites commute, so the opposite round trip gives the same.

**Pair moves.** Anticommutation and the Pauli principle reduce $M_{ij}^2$ to $-2c_{i0}c_{i1}a_{j0}a_{j1}$. From $a_{js}n_j=(n_j+1)a_{js}$ and $n_ja_{j0}a_{j1}=0$ we get $a_{j0}a_{j1}n_j=2a_{j0}a_{j1}$. Applied to $w$, this reads $a_{j0}a_{j1}w=2a_{j0}a_{j1}w$, so $a_{j0}a_{j1}w=0$ and $M_{ij}^2w=0$. Likewise $M_{ji}^2w=0$.

The sum is $t^2(1-4\,\mathbf S_i\cdot\mathbf S_j)w$, as claimed.

## The repulsion enters through the first-order correction

The Hamiltonian of the bond is $UD+T$. Here $D=D_i+D_j$ counts its doubly occupied sites, with $D_k=c_{k0}a_{k0}c_{k1}a_{k1}=n_k(n_k-1)/2$, called `doublon` in Lean. Unless it is zero, the vector $M_{ij}w$ has $n_i=2$ and $n_j=0$, and $M_{ji}w$, unless zero, has the reverse. In every case $DTw=Tw$. For $U\ne0$, $\varphi=-Tw/U$ therefore solves $UD\varphi+Tw=0$, the first-order equation of perturbation theory for $w$, whose energy without hopping is zero, and

$$T\varphi=-\frac{T^2w}{U}=\frac{4t^2}{U}\left(\mathbf S_i\cdot\mathbf S_j-\tfrac14\right)w .$$

For real $t\neq0$ and $U>0$ this favours the singlet. The theorem `effective_exchange` contains these two equations; it does not bound the error of perturbation theory.

## Singlet, triplet and a complex amplitude

On an isolated bond a triplet has $\mathbf S_i\cdot\mathbf S_j=\tfrac14$, giving $T^2w=0$; a singlet has $-\tfrac34$, giving $T^2w=4t^2w$. For real $t$ and $U>0$ the lowest two-electron singlet energy of $UD+T$ is $\tfrac12(U-\sqrt{U^2+16t^2})$, which tends to $-4t^2/U$ for $U\gg|t|$.

The same expansion with $T'=-(tM_{ij}+t^*M_{ji})$ gives $4|t|^2$ in place of $4t^2$, since only the round trips survive: the phase of a single bond has no effect on its exchange.

## The Lean file

```lean
import Mathlib

open Complex

namespace HubbardSuperexchange

noncomputable section

variable {ι V : Type*} [AddCommGroup V] [Module ℂ V]

/-- Canonical anticommutation relations for creators `c i s` and annihilators `a i s`
at site `i` with spin `s` (`0` is up, `1` is down). -/
structure CAR [DecidableEq ι] (c a : ι → Fin 2 → Module.End ℂ V) : Prop where
  cc : ∀ i s j r, c i s * c j r + c j r * c i s = 0
  aa : ∀ i s j r, a i s * a j r + a j r * a i s = 0
  ac : ∀ i s j r, a i s * c j r + c j r * a i s = if i = j ∧ s = r then 1 else 0

variable (c a : ι → Fin 2 → Module.End ℂ V)

/-- The number of electrons at site `i`. -/
def num (i : ι) : Module.End ℂ V := c i 0 * a i 0 + c i 1 * a i 1

/-- Double occupancy of site `i`. -/
def doublon (i : ι) : Module.End ℂ V := c i 0 * a i 0 * (c i 1 * a i 1)

/-- The x component of the spin at site `i`. -/
def sx (i : ι) : Module.End ℂ V := (1 / 2 : ℂ) • (c i 0 * a i 1 + c i 1 * a i 0)

/-- The y component of the spin at site `i`. -/
def sy (i : ι) : Module.End ℂ V := (I / 2) • (c i 1 * a i 0 - c i 0 * a i 1)

/-- The z component of the spin at site `i`. -/
def sz (i : ι) : Module.End ℂ V := (1 / 2 : ℂ) • (c i 0 * a i 0 - c i 1 * a i 1)

/-- The scalar product of the spins at sites `i` and `j`. -/
def spinDot (i j : ι) : Module.End ℂ V :=
  sx c a i * sx c a j + sy c a i * sy c a j + sz c a i * sz c a j

/-- Moves one electron from site `j` to site `i`, keeping its spin. -/
def move (i j : ι) : Module.End ℂ V := c i 0 * a j 0 + c i 1 * a j 1

/-- The hopping operator of the bond between `i` and `j`, with amplitude `t`. -/
def hop (t : ℂ) (i j : ι) : Module.End ℂ V := (-t) • (move c a i j + move c a j i)

variable {c a} [DecidableEq ι]

/-- Pauli principle: no mode can be filled twice or emptied twice. -/
theorem pauli (h : CAR c a) (i : ι) (s : Fin 2) :
    c i s * c i s = 0 ∧ a i s * a i s = 0 := by
  have z : ∀ x : Module.End ℂ V, x + x = 0 → x = 0 := fun x hx => by
    have e : (1 / 2 : ℂ) • (x + x) = x := by module
    rw [← e, hx, smul_zero]
  exact ⟨z _ (h.cc i s i s), z _ (h.aa i s i s)⟩

/-- Bilinears `c a` and `c' a'` commute when their factors anticommute pairwise. -/
theorem bilinear_comm {R : Type*} [Ring R] {c a c' a' : R} (h1 : a * c' + c' * a = 0)
    (h2 : a * a' + a' * a = 0) (h3 : c * c' + c' * c = 0) (h4 : a' * c + c * a' = 0) :
    c * a * (c' * a') = c' * a' * (c * a) := by
  linear_combination (norm := noncomm_ring)
    c * h1 * a' - c * c' * h2 + h3 * (a' * a) - c' * h4 * a

/-- A creator raises the electron number of its own site by one, an annihilator lowers it
by one, and both leave the other sites alone. -/
theorem number_ladder (h : CAR c a) (i j : ι) (s : Fin 2) :
    num c a i * c j s = c j s * num c a i + (if i = j then c j s else 0) ∧
    num c a i * a j s = a j s * num c a i - (if i = j then a j s else 0) := by
  have k1 : ∀ r, c i r * a i r * c j s =
      c j s * (c i r * a i r) + c i r * (if i = j ∧ r = s then 1 else 0) := fun r => by
    linear_combination (norm := noncomm_ring) c i r * h.ac i r j s - h.cc i r j s * a i r
  have k2 : ∀ r, c i r * a i r * a j s =
      a j s * (c i r * a i r) - (if j = i ∧ s = r then 1 else 0) * a i r := fun r => by
    linear_combination (norm := noncomm_ring) c i r * h.aa i r j s - h.ac j s i r * a i r
  constructor
  · have e : c i 0 * (if i = j ∧ 0 = s then 1 else 0) +
        c i 1 * (if i = j ∧ 1 = s then 1 else 0) = if i = j then c j s else 0 := by
      rcases eq_or_ne i j with rfl | hij
      · fin_cases s <;> simp
      · simp [hij]
    rw [← e, num, add_mul, k1 0, k1 1, mul_add]
    abel
  · have e : (if j = i ∧ s = 0 then 1 else 0) * a i 0 +
        (if j = i ∧ s = 1 then 1 else 0) * a i 1 = if i = j then a j s else 0 := by
      rcases eq_or_ne i j with rfl | hij
      · fin_cases s <;> simp
      · simp [hij, hij.symm]
    rw [← e, num, add_mul, k2 0, k2 1, mul_add]
    abel

omit [DecidableEq ι] in
/-- The sum of `c i s * a i r * (c j r * a j s)` over the spins `s` and `r` is `2 S_i·S_j + n_i n_j
/ 2`. -/
theorem spin_exchange (i j : ι) :
    c i 0 * a i 0 * (c j 0 * a j 0) + c i 0 * a i 1 * (c j 1 * a j 0) +
      c i 1 * a i 0 * (c j 0 * a j 1) + c i 1 * a i 1 * (c j 1 * a j 1) =
    (2 : ℂ) • spinDot c a i j + (1 / 2 : ℂ) • (num c a i * num c a j) := by
  have hI : I / 2 * (I / 2) = -1 / 4 := by linear_combination (1 / 4) * I_mul_I
  simp only [spinDot, sx, sy, sz, num, smul_mul_smul_comm, hI, add_mul, mul_add, sub_mul,
    mul_sub]
  module

/-- Moving an electron from `i` to `j` and one back from `j` to `i` gives
`n_i - 2 S_i·S_j - n_i n_j / 2`. -/
theorem move_return (h : CAR c a) {i j : ι} (hij : i ≠ j) :
    move c a i j * move c a j i = num c a i -
      ((2 : ℂ) • spinDot c a i j + (1 / 2 : ℂ) • (num c a i * num c a j)) := by
  have key : ∀ s r δ, a j s * c j r + c j r * a j s = δ →
      c i s * a j s * (c j r * a i r) =
        c i s * δ * a i r - c i s * a i r * (c j r * a j s) := fun s r δ hδ => by
    have h2 : a i r * c j r + c j r * a i r = 0 := by simp [h.ac, hij]
    linear_combination (norm := noncomm_ring)
      c i s * hδ * a i r + c i s * h2 * a j s - c i s * c j r * h.aa i r j s
  rw [← spin_exchange]
  simp only [move, num, add_mul, mul_add]
  rw [key 0 0 1 (by simp [h.ac]), key 0 1 0 (by simp [h.ac]),
    key 1 0 0 (by simp [h.ac]), key 1 1 1 (by simp [h.ac])]
  noncomm_ring

/-- Two electrons cannot be moved off a site that holds only one. -/
theorem double_move (h : CAR c a) {i j : ι} (hij : i ≠ j) {w : V}
    (hj : num c a j w = w) : move c a i j (move c a i j w) = 0 := by
  have m : ∀ s r, a j s * c i r + c i r * a j s = 0 := fun s r => by
    simp [h.ac, hij.symm]
  have k : ∀ s, a j s * c j s + c j s * a j s = 1 := fun s => by simp [h.ac]
  have k1 : a j 1 * c j 0 + c j 0 * a j 1 = 0 := by simp [h.ac]
  -- removing both spins from site j counts two electrons there
  have ann : a j 0 * a j 1 * num c a j = a j 0 * a j 1 + a j 0 * a j 1 := by
    simp only [num]
    linear_combination (norm := noncomm_ring)
      a j 0 * k1 * a j 0 - k 0 * (a j 1 * a j 0) + c j 0 * a j 0 * h.aa j 0 j 1
      - c j 0 * (pauli h j 0).2 * a j 1 - h.aa j 0 j 1
      + a j 0 * k 1 * a j 1 - a j 0 * c j 1 * (pauli h j 1).2
  have hz : a j 0 (a j 1 w) = 0 := by
    have e := LinearMap.congr_fun ann w
    simp only [Module.End.mul_apply, LinearMap.add_apply, hj] at e
    simpa using e
  have pair : move c a i j * move c a i j =
      -(c i 0 * c i 1 * (a j 0 * a j 1) + c i 0 * c i 1 * (a j 0 * a j 1)) := by
    simp only [move]
    linear_combination (norm := noncomm_ring)
      c i 0 * m 0 0 * a j 0 + c i 0 * m 0 1 * a j 1 + c i 1 * m 1 0 * a j 0
      + c i 1 * m 1 1 * a j 1 - (pauli h i 0).1 * (a j 0 * a j 0)
      - (pauli h i 1).1 * (a j 1 * a j 1) - h.cc i 0 i 1 * (a j 1 * a j 0)
      + c i 0 * c i 1 * h.aa j 0 j 1
  have e := LinearMap.congr_fun pair w
  simp only [Module.End.mul_apply, LinearMap.neg_apply, LinearMap.add_apply, hz, map_zero,
    add_zero, neg_zero] at e
  exact e

/-- Hopping out of a state with one electron on each site of the bond gives a vector, possibly zero,
that the double occupancy operator of the bond leaves unchanged. -/
theorem hop_doublon (h : CAR c a) (t : ℂ) {i j : ι} (hij : i ≠ j) {w : V}
    (hi : num c a i w = w) (hj : num c a j w = w) :
    (doublon c a i + doublon c a j) (hop c a t i j w) = hop c a t i j w := by
  -- double occupancy is n (n - 1) / 2
  have D : ∀ (k : ι) (z : ℂ) (ψ : V), num c a k ψ = z • ψ →
      doublon c a k ψ = (z * (z - 1) / 2) • ψ := fun k z ψ hψ => by
    have u : ∀ s, a k s * c k s + c k s * a k s = 1 := fun s => by simp [h.ac]
    have sq : num c a k * num c a k = num c a k + (doublon c a k + doublon c a k) := by
      have cm := bilinear_comm (c := c k 1) (a := a k 1) (c' := c k 0) (a' := a k 0)
        (by simp [h.ac]) (h.aa k 1 k 0) (h.cc k 1 k 0) (by simp [h.ac])
      simp only [num, doublon]
      linear_combination (norm := noncomm_ring)
        c k 0 * u 0 * a k 0 - (pauli h k 0).1 * (a k 0 * a k 0)
        + c k 1 * u 1 * a k 1 - (pauli h k 1).1 * (a k 1 * a k 1) + cm
    have e := LinearMap.congr_fun sq ψ
    simp only [Module.End.mul_apply, LinearMap.add_apply, hψ, map_smul] at e
    linear_combination (norm := module) (-1 / 2 : ℂ) • e
  have key : ∀ p q : ι, p ≠ q → num c a p w = w → num c a q w = w →
      doublon c a p (move c a p q w) = move c a p q w ∧
      doublon c a q (move c a p q w) = 0 := fun p q hpq hp hq => by
    have L := fun k l s x => LinearMap.congr_fun (number_ladder h k l s).1 x
    have M := fun k l s x => LinearMap.congr_fun (number_ladder h k l s).2 x
    simp only [Module.End.mul_apply, LinearMap.add_apply, LinearMap.sub_apply] at L M
    have e1 : num c a p (move c a p q w) = (2 : ℂ) • move c a p q w := by
      simp only [move, LinearMap.add_apply, Module.End.mul_apply, map_add, L, M, hp, hpq,
        if_true, if_false, LinearMap.zero_apply, sub_zero]
      module
    have e2 : num c a q (move c a p q w) = (0 : ℂ) • move c a p q w := by
      simp only [move, LinearMap.add_apply, Module.End.mul_apply, map_add, L, M, hq,
        hpq.symm, if_true, if_false, LinearMap.zero_apply, sub_self, map_zero, add_zero,
        zero_smul]
    constructor
    · rw [D p 2 _ e1]; norm_num
    · rw [D q 0 _ e2]; norm_num
  obtain ⟨p1, p2⟩ := key i j hij hi hj
  obtain ⟨q1, q2⟩ := key j i hij.symm hj hi
  simp only [hop, LinearMap.smul_apply, LinearMap.add_apply, map_smul, map_add,
    p1, p2, q1, q2]
  module

/-- Superexchange: on states with one electron on each of the sites `i` and `j`, the squared
hopping is `4 t² (1/4 - S_i·S_j)`. -/
theorem superexchange (h : CAR c a) (t : ℂ) {i j : ι} (hij : i ≠ j) {w : V}
    (hi : num c a i w = w) (hj : num c a j w = w) :
    (hop c a t i j ^ 2) w = (4 * t ^ 2) • ((1 / 4 : ℂ) • 1 - spinDot c a i j) w := by
  have cm : ∀ s r q p, c j s * a j r * (c i q * a i p) = c i q * a i p * (c j s * a j r) :=
    fun s r q p => bilinear_comm (by simp [h.ac, hij.symm]) (h.aa j r i p) (h.cc j s i q)
      (by simp [h.ac, hij])
  have hdot : spinDot c a j i = spinDot c a i j := by
    simp only [spinDot, sx, sy, sz, smul_mul_smul_comm, add_mul, mul_add, sub_mul, mul_sub, cm]
    module
  -- the two round trips survive, the two pair moves vanish
  have r1 := LinearMap.congr_fun (move_return h hij) w
  have r2 := LinearMap.congr_fun (move_return h hij.symm) w
  rw [hdot] at r2
  simp only [Module.End.mul_apply, LinearMap.sub_apply, LinearMap.add_apply,
    LinearMap.smul_apply, hi, hj] at r1 r2
  rw [pow_two]
  simp only [hop, Module.End.mul_apply, LinearMap.smul_apply, LinearMap.add_apply,
    LinearMap.sub_apply, Module.End.one_apply, map_smul, map_add, r1, r2,
    double_move h hij hj, double_move h hij.symm hi]
  module

/-- For `U ≠ 0` and a vector `w` with one electron on each of the distinct sites `i` and `j`, the
vector `φ = -T w / U` solves the first-order equation `U D φ + T w = 0`, with `D` the double
occupancy of the bond, and `T φ = (4 t² / U) (S_i·S_j - 1/4) w`. -/
theorem effective_exchange (h : CAR c a) (t : ℂ) {U : ℂ} (hU : U ≠ 0) {i j : ι}
    (hij : i ≠ j) {w : V} (hi : num c a i w = w) (hj : num c a j w = w) :
    U • (doublon c a i + doublon c a j) ((-U⁻¹) • hop c a t i j w) + hop c a t i j w = 0 ∧
    hop c a t i j ((-U⁻¹) • hop c a t i j w) =
      (4 * t ^ 2 / U) • (spinDot c a i j - (1 / 4 : ℂ) • 1) w := by
  constructor
  · rw [map_smul, hop_doublon h t hij hi hj, smul_smul, mul_neg, mul_inv_cancel₀ hU,
      neg_one_smul, neg_add_cancel]
  · have e := superexchange h t hij hi hj
    rw [pow_two, Module.End.mul_apply] at e
    rw [map_smul, e]
    simp only [LinearMap.sub_apply, LinearMap.smul_apply, Module.End.one_apply]
    module

/-- The Fock space of two sites with two spins, as an exterior algebra. -/
abbrev Fock := ExteriorAlgebra ℂ (Fin 2 × Fin 2 → ℂ)

/-- Creation on Fock space: exterior multiplication by a mode. -/
def fockC (i s : Fin 2) : Module.End ℂ Fock :=
  LinearMap.mulLeft ℂ (ExteriorAlgebra.ι ℂ (Pi.single (i, s) 1))

/-- Annihilation on Fock space: contraction with a mode. -/
def fockA (i s : Fin 2) : Module.End ℂ Fock :=
  CliffordAlgebra.contractLeft (LinearMap.proj (i, s))

/-- The Fock-space operators obey the anticommutation relations, and the state with an up
electron on the first site and a down electron on the second is nonzero and has one electron
on each site. -/
theorem superexchange_witness :
    CAR fockC fockA ∧ fockC 0 0 (fockC 1 1 1) ≠ 0 ∧
    num fockC fockA 0 (fockC 0 0 (fockC 1 1 1)) = fockC 0 0 (fockC 1 1 1) ∧
    num fockC fockA 1 (fockC 0 0 (fockC 1 1 1)) = fockC 0 0 (fockC 1 1 1) := by
  have h : CAR fockC fockA := by
    refine ⟨fun i s j r => LinearMap.ext fun x => ?_, fun i s j r => LinearMap.ext fun x => ?_,
      fun i s j r => LinearMap.ext fun x => ?_⟩
    · change ExteriorAlgebra.ι ℂ _ * (ExteriorAlgebra.ι ℂ _ * x) +
        ExteriorAlgebra.ι ℂ _ * (ExteriorAlgebra.ι ℂ _ * x) = 0
      rw [← mul_assoc, ← mul_assoc, ← add_mul, ExteriorAlgebra.ι_add_mul_swap, zero_mul]
    · exact eq_neg_iff_add_eq_zero.mp (CliffordAlgebra.contractLeft_comm _ _ x)
    · have e : (fockA i s * fockC j r + fockC j r * fockA i s) x =
          (Pi.single (j, r) 1 : Fin 2 × Fin 2 → ℂ) (i, s) • x :=
        eq_sub_iff_add_eq.mp (CliffordAlgebra.contractLeft_ι_mul _ _ x)
      rw [e]
      by_cases hh : i = j ∧ s = r
      · obtain ⟨rfl, rfl⟩ := hh
        simp
      · have hne : (i, s) ≠ (j, r) := fun q => hh (Prod.mk.inj q)
        rw [Pi.single_eq_of_ne hne, zero_smul, if_neg hh, LinearMap.zero_apply]
  have hv : ∀ i s, fockA i s 1 = 0 := fun i s => CliffordAlgebra.contractLeft_one _ _
  have n0 : ∀ k, num fockC fockA k 1 = 0 := fun k => by simp [num, hv]
  have L := fun k l s x => LinearMap.congr_fun (number_ladder h k l s).1 x
  simp only [Module.End.mul_apply, LinearMap.add_apply] at L
  refine ⟨h, fun hw => ?_, by rw [L, L, n0]; simp, by rw [L, L, n0]; simp⟩
  -- emptying both modes would recover the vacuum from zero
  have A : ∀ i s j r x, fockA i s (fockC j r x) =
      (if i = j ∧ s = r then (1 : Module.End ℂ Fock) else 0) x - fockC j r (fockA i s x) :=
    fun i s j r x => eq_sub_of_add_eq (LinearMap.congr_fun (h.ac i s j r) x)
  have e : fockA 1 1 (fockA 0 0 (fockC 0 0 (fockC 1 1 1))) = 1 := by simp [A, hv]
  rw [hw, map_zero, map_zero] at e
  have e' : algebraMap ℂ Fock 1 = 0 := by rw [map_one]; exact e.symm
  exact one_ne_zero ((ExteriorAlgebra.algebraMap_eq_zero_iff _ (1 : ℂ)).mp e')

end

end HubbardSuperexchange
```

```lean
#print axioms HubbardSuperexchange.superexchange
-- 'HubbardSuperexchange.superexchange' depends on axioms: [propext, Classical.choice, Quot.sound]
#print axioms HubbardSuperexchange.effective_exchange
-- 'HubbardSuperexchange.effective_exchange' depends on axioms: [propext, Classical.choice, Quot.sound]
```

## From anticommutators to the exchange identity

Most operator identities are proved by `linear_combination` with `noncomm_ring`: the listed terms are anticommutation relations, or consequences of them, multiplied by further operators where needed. `LinearMap.congr_fun` then applies an identity to a vector.

- `pauli` gives $c_{is}^2=a_{is}^2=0$; `bilinear_comm` lets bilinears on distinct modes pass each other.
- `spin_exchange` rewrites the exchange sum, and `move_return` uses it for the round trip.
- `double_move` removes the pair moves. Its step `ann` is $a_{j0}a_{j1}n_j=2a_{j0}a_{j1}$, obtained directly from the anticommutators.
- `superexchange` proves $\mathbf S_j\cdot\mathbf S_i=\mathbf S_i\cdot\mathbf S_j$ as `hdot`, inserts the four products and lets `module` collect the coefficients.
- `number_ladder` states how creators and annihilators shift $n_i$. `hop_doublon` uses it to find the occupations after a hop, and `effective_exchange` combines that with the main theorem.

Finally, `superexchange_witness` supplies a concrete example on the exterior algebra over four modes, with creation as multiplication and annihilation as contraction. Its state has an up electron on site `0` and a down electron on site `1`. It is nonzero because emptying both modes returns the vacuum.
